# Min-entropy ≤ collision entropy ≤ Shannon entropy ≤ ln N for a probability vector on N points

For probabilities $p_i\ge 0$ with $\sum_i p_i=1$ on a finite set of $N$ points,

$$-\ln\max_i p_i\;\le\;-\ln\sum_i p_i^2\;\le\;-\sum_i p_i\ln p_i\;\le\;\ln N .$$

Each of the first two inequalities is an equality exactly when all non-zero probabilities are equal, and the last exactly when $p_i=1/N$ for every $i$.

## Mixedness of a finite spectrum

How mixed is a quantum state? Its largest eigenvalue, its purity and its entropy each give an answer, and the chain relates them. For a density matrix $\rho$ of finite dimension $N$, the purity $\mathrm{Tr}\,\rho^2$ alone bounds the von Neumann entropy from below.

Write $M=\max_i p_i$, $P=\sum_i p_i^2$, $H_{\min}=-\ln M$, $H_2=-\ln P$ and $S=-\sum_i p_i\ln p_i$. Entropies are in natural units, with $k_B=1$.

## The statement in Lean

The points form a finite type `ι`, and $N$ is `Fintype.card ι`. The hypothesis `IsProb p` says that the real function `p` is non-negative and sums to one. `maxProb` is a supremum, attained because the set is finite; `purity`, `minEntropy`, `collisionEntropy` and `shannonEntropy` are $P$, $H_{\min}$, $H_2$ and $S$. A zero probability contributes nothing to $S$.

`IsFlat` requires equal probabilities only on the occupied points, meaning those with $p_i\ne0$, so a flat vector may contain zeros and need not be uniform.

The theorems concern the vector `p`. To apply them to $\rho$, take $p$ to be its eigenvalues, counted with multiplicity. The diagonal of $\rho$ in another basis generally gives a different $P$.

## Derivation

**Largest probability and purity.** Some $p_k$ is positive, since otherwise the sum could not be one; hence $P>0$. The number $M^2$ is one of the terms of $P$, and $P=\sum_i p_i\,p_i\le M\sum_i p_i=M$. Taking $-\ln$ of $M^2\le P\le M$ gives

$$H_{\min}\le H_2\le 2H_{\min}.$$

**Purity and Shannon entropy.** Since $\sum_i p_i^2/P=1$,

$$\sum_i p_i\left(\frac{p_i}{P}-1-\ln\frac{p_i}{P}\right)=1-1+S+\ln P=S-H_2 .$$

A term with $p_i=0$ is zero, and the others are non-negative because $\ln x\le x-1$ for $x>0$.

**Shannon entropy and dimension.** Similarly,

$$\sum_i\left(\frac1N-p_i+p_i\ln(Np_i)\right)=1-1+\ln N-S=\ln N-S .$$

A term with $p_i=0$ equals $1/N>0$. For $p_i>0$, put $x=1/(Np_i)$ in $\ln x\le x-1$ and multiply by $p_i$: the term is non-negative, and zero only at $p_i=1/N$.

**Equality.** If $p$ is flat and $p_i\ne0$, then $p_i=\sum_j p_jp_i=\sum_j p_j^2=P$. So flatness means that every occupied point has probability $P$.

- $H_{\min}=H_2$ means $M=P$, or $\sum_i p_i(M-p_i)=0$. The terms are non-negative, so each occupied $p_i$ equals $M=P$. Conversely, the maximum of a flat vector is an occupied value, hence $P$.
- $H_2=S$ means that every term of $S-H_2$ vanishes. As $\ln x=x-1$ only at $x=1$, each occupied $p_i$ equals $P$.

## The Lean file

```lean
import Mathlib

open Finset

namespace EntropyOrdering

noncomputable section

variable {ι : Type*} [Fintype ι]

/-- A probability vector: non-negative weights that sum to one. -/
structure IsProb (p : ι → ℝ) : Prop where
  nonneg : ∀ i, 0 ≤ p i
  sum_one : ∑ i, p i = 1

/-- The largest probability. -/
def maxProb (p : ι → ℝ) : ℝ := ⨆ i, p i

/-- The purity, the sum of the squared probabilities. -/
def purity (p : ι → ℝ) : ℝ := ∑ i, p i ^ 2

/-- The min-entropy `-ln (max p)`, for a vector whose largest entry is positive. -/
def minEntropy (p : ι → ℝ) : ℝ := -Real.log (maxProb p)

/-- The collision entropy `-ln (∑ p²)`, for a vector of positive purity. -/
def collisionEntropy (p : ι → ℝ) : ℝ := -Real.log (purity p)

/-- The Shannon entropy `-∑ p ln p` of a probability vector, with `0 ln 0 = 0`. -/
def shannonEntropy (p : ι → ℝ) : ℝ := -∑ i, p i * Real.log (p i)

/-- A flat distribution: all points of non-zero probability have the same probability. -/
def IsFlat (p : ι → ℝ) : Prop := ∀ i j, p i ≠ 0 → p j ≠ 0 → p i = p j

/-- A probability vector has at least one point of positive probability. -/
theorem exists_pos {p : ι → ℝ} (hp : IsProb p) : ∃ i, 0 < p i := by
  by_contra! h
  have h0 : ∑ i, p i ≤ 0 := Finset.sum_nonpos (fun i _ => h i)
  linarith [hp.sum_one]

/-- The purity of a probability vector is positive and lies between the square of the
largest probability and the largest probability itself. -/
theorem purity_bounds {p : ι → ℝ} (hp : IsProb p) :
    0 < purity p ∧ maxProb p ^ 2 ≤ purity p ∧ purity p ≤ maxProb p := by
  have hsq : ∀ i, p i ^ 2 ≤ purity p := fun i =>
    Finset.single_le_sum (f := fun j => p j ^ 2) (fun j _ => sq_nonneg (p j)) (mem_univ i)
  obtain ⟨k, hk⟩ := exists_pos hp
  have : Nonempty ι := ⟨k⟩
  refine ⟨lt_of_lt_of_le (pow_pos hk 2) (hsq k), ?_, ?_⟩
  · -- the maximum is attained, and its square is one term of the purity
    obtain ⟨i, hi⟩ := exists_eq_ciSup_of_finite (f := p)
    unfold maxProb
    rw [← hi]
    exact hsq i
  · -- the purity is the mean of `p`, which cannot exceed its maximum
    calc purity p ≤ ∑ i, p i * maxProb p := by
          refine Finset.sum_le_sum (fun i _ => ?_)
          rw [sq]
          exact mul_le_mul_of_nonneg_left
            (le_ciSup (Set.finite_range p).bddAbove i) (hp.nonneg i)
      _ = maxProb p := by rw [← Finset.sum_mul, hp.sum_one, one_mul]

/-- A probability vector is flat exactly when every non-zero probability equals the purity. -/
theorem isFlat_iff {p : ι → ℝ} (hp : IsProb p) :
    IsFlat p ↔ ∀ i, p i ≠ 0 → p i = purity p := by
  constructor
  · intro hf i hi
    calc p i = ∑ j, p j * p i := by rw [← Finset.sum_mul, hp.sum_one, one_mul]
      _ = purity p := by
          refine Finset.sum_congr rfl (fun j _ => ?_)
          by_cases hj : p j = 0
          · simp [hj]
          · rw [hf i j hi hj]
            ring
  · intro h i j hi hj
    rw [h i hi, h j hj]

/-- For a probability vector of purity `P`, Shannon entropy minus collision entropy is a sum
of the terms `p (p/P - 1 - ln (p/P))`, none of which is negative. -/
theorem shannon_sub_collision {p : ι → ℝ} (hp : IsProb p) :
    (∀ i, 0 ≤ p i * (p i / purity p - 1 - Real.log (p i / purity p))) ∧
    shannonEntropy p - collisionEntropy p =
      ∑ i, p i * (p i / purity p - 1 - Real.log (p i / purity p)) := by
  have hP := (purity_bounds hp).1
  constructor
  · intro i
    rcases (hp.nonneg i).eq_or_lt with h | h
    · simp [← h]
    · have hl := Real.log_le_sub_one_of_pos (div_pos h hP)
      exact mul_nonneg h.le (by linarith)
  · have hterm : ∀ i, p i * (p i / purity p - 1 - Real.log (p i / purity p)) =
        p i ^ 2 / purity p - p i - p i * Real.log (p i) + p i * Real.log (purity p) := by
      intro i
      by_cases h : p i = 0
      · simp [h]
      · rw [Real.log_div h hP.ne']
        ring
    rw [Finset.sum_congr rfl (fun i _ => hterm i), Finset.sum_add_distrib,
      Finset.sum_sub_distrib, Finset.sum_sub_distrib, ← Finset.sum_div, ← Finset.sum_mul,
      hp.sum_one, show ∑ i, p i ^ 2 = purity p from rfl, div_self hP.ne']
    unfold shannonEntropy collisionEntropy
    ring

/-- For `N > 0` and `x ≥ 0`, the quantity `1/N - x + x ln (N x)` is non-negative and vanishes
only at `x = 1/N`. -/
theorem uniform_term {N x : ℝ} (hN : 0 < N) (hx : 0 ≤ x) :
    0 ≤ 1 / N - x + x * Real.log (N * x) ∧
    (1 / N - x + x * Real.log (N * x) = 0 ↔ x = 1 / N) := by
  by_cases hne : x = 1 / N
  · have h0 : 1 / N - x + x * Real.log (N * x) = 0 := by
      rw [hne, mul_one_div_cancel hN.ne', Real.log_one]
      ring
    exact ⟨h0.ge, fun _ => hne, fun _ => h0⟩
  · have hpos : 0 < 1 / N - x + x * Real.log (N * x) := by
      rcases hx.eq_or_lt with h | h
      · rw [← h]
        simpa using hN
      · -- strict form of `ln y ≤ y - 1` at `y = 1/(N x)`
        have hy : (N * x)⁻¹ ≠ 1 := by
          intro h1
          have h2 : N * x = 1 := inv_eq_one.mp h1
          exact hne ((eq_div_iff hN.ne').mpr (by linarith))
        have hl := Real.log_lt_sub_one_of_pos (inv_pos.mpr (mul_pos hN h)) hy
        rw [Real.log_inv] at hl
        have h2 := mul_lt_mul_of_pos_left hl h
        have h3 : x * (N * x)⁻¹ = 1 / N := by field_simp
        rw [mul_sub, h3] at h2
        linarith
    exact ⟨hpos.le, fun h => absurd h hpos.ne', fun h => absurd h hne⟩

/-- The Shannon entropy of a probability vector on `N` points is at most `ln N`, with equality
exactly for the uniform distribution. -/
theorem shannon_le_log_card {p : ι → ℝ} (hp : IsProb p) :
    shannonEntropy p ≤ Real.log (Fintype.card ι) ∧
    (shannonEntropy p = Real.log (Fintype.card ι) ↔ ∀ i, p i = 1 / (Fintype.card ι : ℝ)) := by
  obtain ⟨k, -⟩ := exists_pos hp
  have : Nonempty ι := ⟨k⟩
  have hN : (0 : ℝ) < Fintype.card ι := Nat.cast_pos.mpr Fintype.card_pos
  -- the entropy deficit is a sum of non-negative terms
  have hgap : Real.log (Fintype.card ι) - shannonEntropy p =
      ∑ i, (1 / (Fintype.card ι : ℝ) - p i + p i * Real.log (Fintype.card ι * p i)) := by
    have hterm : ∀ i, 1 / (Fintype.card ι : ℝ) - p i + p i * Real.log (Fintype.card ι * p i) =
        1 / (Fintype.card ι : ℝ) - p i + p i * Real.log (Fintype.card ι)
          + p i * Real.log (p i) := by
      intro i
      by_cases h : p i = 0
      · simp [h]
      · rw [Real.log_mul hN.ne' h]
        ring
    rw [Finset.sum_congr rfl (fun i _ => hterm i), Finset.sum_add_distrib,
      Finset.sum_add_distrib, Finset.sum_sub_distrib, ← Finset.sum_mul, hp.sum_one,
      Finset.sum_const, Finset.card_univ, nsmul_eq_mul, mul_one_div_cancel hN.ne']
    unfold shannonEntropy
    ring
  have hnn := fun i (_ : i ∈ (univ : Finset ι)) => (uniform_term hN (hp.nonneg i)).1
  refine ⟨by linarith [Finset.sum_nonneg hnn], ?_⟩
  rw [eq_comm, ← sub_eq_zero, hgap, Finset.sum_eq_zero_iff_of_nonneg hnn]
  exact ⟨fun h i => (uniform_term hN (hp.nonneg i)).2.mp (h i (mem_univ i)),
    fun h i _ => (uniform_term hN (hp.nonneg i)).2.mpr (h i)⟩

/-- For every probability vector on `N` points, min-entropy ≤ collision entropy ≤ Shannon
entropy ≤ `ln N`. -/
theorem entropy_ordering {p : ι → ℝ} (hp : IsProb p) :
    minEntropy p ≤ collisionEntropy p ∧ collisionEntropy p ≤ shannonEntropy p ∧
    shannonEntropy p ≤ Real.log (Fintype.card ι) := by
  obtain ⟨hP, -, hle⟩ := purity_bounds hp
  obtain ⟨hnn, hgap⟩ := shannon_sub_collision hp
  refine ⟨neg_le_neg (Real.log_le_log hP hle), ?_, (shannon_le_log_card hp).1⟩
  linarith [Finset.sum_nonneg (fun i (_ : i ∈ (univ : Finset ι)) => hnn i)]

/-- The collision entropy of a probability vector is at most twice its min-entropy. -/
theorem collision_le_two_mul_min {p : ι → ℝ} (hp : IsProb p) :
    collisionEntropy p ≤ 2 * minEntropy p := by
  obtain ⟨hP, hsq, hle⟩ := purity_bounds hp
  have h := Real.log_le_log (pow_pos (lt_of_lt_of_le hP hle) 2) hsq
  rw [Real.log_pow] at h
  push_cast at h
  unfold collisionEntropy minEntropy
  linarith

/-- For a probability vector, min-entropy and collision entropy coincide exactly when it is
flat, and so do collision entropy and Shannon entropy. -/
theorem equality_iff_flat {p : ι → ℝ} (hp : IsProb p) :
    (minEntropy p = collisionEntropy p ↔ IsFlat p) ∧
    (collisionEntropy p = shannonEntropy p ↔ IsFlat p) := by
  obtain ⟨hP, -, hle⟩ := purity_bounds hp
  have hM : 0 < maxProb p := lt_of_lt_of_le hP hle
  obtain ⟨hnn, hgap⟩ := shannon_sub_collision hp
  rw [isFlat_iff hp]
  constructor
  · constructor
    · intro h
      have hMP : maxProb p = purity p := Real.log_injOn_pos hM hP (neg_injective h)
      -- the mean of `max p - p` vanishes, hence so does each of its terms
      have hs : ∑ i, p i * (maxProb p - p i) = 0 := by
        have h1 : ∑ i, p i * (maxProb p - p i) = maxProb p - purity p := by
          simp only [mul_sub, Finset.sum_sub_distrib, ← Finset.sum_mul, hp.sum_one,
            one_mul, purity, sq]
        rw [h1, hMP, sub_self]
      have hterm : ∀ i ∈ (univ : Finset ι), 0 ≤ p i * (maxProb p - p i) := fun i _ =>
        mul_nonneg (hp.nonneg i)
          (sub_nonneg.mpr (le_ciSup (Set.finite_range p).bddAbove i))
      rw [Finset.sum_eq_zero_iff_of_nonneg hterm] at hs
      intro i hi
      have h2 := (mul_eq_zero.mp (hs i (mem_univ i))).resolve_left hi
      linarith
    · intro h
      obtain ⟨k, -⟩ := exists_pos hp
      have : Nonempty ι := ⟨k⟩
      obtain ⟨i, hi⟩ := exists_eq_ciSup_of_finite (f := p)
      have hi' : p i = maxProb p := hi
      have hMP : maxProb p = purity p := by
        rw [← hi']
        exact h i (by rw [hi']; exact hM.ne')
      unfold minEntropy collisionEntropy
      rw [hMP]
  · rw [eq_comm, ← sub_eq_zero, hgap, Finset.sum_eq_zero_iff_of_nonneg (fun i _ => hnn i)]
    constructor
    · intro h i hi
      have h1 := (mul_eq_zero.mp (h i (mem_univ i))).resolve_left hi
      have hpos : 0 < p i := lt_of_le_of_ne (hp.nonneg i) (Ne.symm hi)
      by_contra hne
      have h2 : p i / purity p ≠ 1 := fun h3 => hne ((div_eq_one_iff_eq hP.ne').mp h3)
      linarith [Real.log_lt_sub_one_of_pos (div_pos hpos hP) h2]
    · intro h i _
      by_cases hi : p i = 0
      · simp [hi]
      · rw [h i hi, div_self hP.ne', Real.log_one]
        ring

end

end EntropyOrdering
```

```lean
#print axioms EntropyOrdering.entropy_ordering
-- 'EntropyOrdering.entropy_ordering' depends on axioms: [propext, Classical.choice, Quot.sound]
#print axioms EntropyOrdering.collision_le_two_mul_min
-- 'EntropyOrdering.collision_le_two_mul_min' depends on axioms: [propext, Classical.choice, Quot.sound]
#print axioms EntropyOrdering.equality_iff_flat
-- 'EntropyOrdering.equality_iff_flat' depends on axioms: [propext, Classical.choice, Quot.sound]
```

## From the sums to the theorems

`exists_pos` and `purity_bounds` give $P>0$ and $M^2\le P\le M$; `exists_eq_ciSup_of_finite` supplies the point where the maximum is attained. `isFlat_iff` is the reformulation of flatness.

`shannon_sub_collision` and `shannon_le_log_card` establish the two sum identities. Both treat $p_i=0$ separately, split the logarithm for $p_i\neq0$, and then sum. `uniform_term` handles a single term of the second identity.

`entropy_ordering` assembles the chain, and `collision_le_two_mul_min` takes logarithms of $M^2\le P$. In `equality_iff_flat`, `Finset.sum_eq_zero_iff_of_nonneg` turns a vanishing sum into vanishing terms, and the strict logarithm inequality excludes $p_i\ne P$ on occupied points.

## Gibbs' inequality and density matrices

The following two remarks are ordinary mathematics without a Lean proof here. Replacing $1/N$ by strictly positive probabilities $q_i$ in the sum for $\ln N-S$, so that $Np_i$ becomes $p_i/q_i$, gives Gibbs' inequality, $S\le-\sum_i p_i\ln q_i$.

The statement could also have been modelled with $\rho$ itself, using $\mathrm{Tr}\,\rho^2$ and $-\mathrm{Tr}\,\rho\ln\rho$. Diagonalising $\rho$ would reduce the proof to the one above, flat vectors would become normalised projectors, and the uniform vector would become $I/N$, with $I$ the identity matrix.
